# Small linear-mixing steps follow a relaxation flow for a linearised self-consistency map

To ask whether many small mixing steps in a self-consistent-field (SCF) calculation follow a continuous relaxation, we replace the self-consistency map $F$ by its linearisation about a fixed point $x_s$:

$$F(x)=x_s+J(x-x_s).$$

Here $x$ is a trial density or potential in a real normed space $V$, and $J$ is a bounded linear operator, the Jacobian of the map at $x_s$. Linear mixing moves $x$ by a fraction $\alpha$ of the residual $F(x)-x$. The operator $E=1-J$ governs the error; it is not an energy, and the time $t$ below is a fictitious relaxation time. The word relaxation does not promise a decay to $x_s$: for the scalar $E=-1$, a nonzero initial error grows as $e^t$ along the flow. The nonlinear remainder of a real SCF map, which is guaranteed to be small only near $x_s$, is left out.

Parts (a) to (e) take place in a real normed algebra $A$, where $\|ab\|\le\|a\|\|b\|$ and, by `NormOneClass`, $\|1\|=1$. The bounded operators on a nonzero $V$ are the case needed later.

```lean
import Mathlib

open Filter Topology

namespace LinearMixingFlow

noncomputable section

section Algebra

variable {A : Type*} [NormedRing A] [NormedAlgebra ℝ A] [NormOneClass A]
```

## (a) One term of the exponential series

For $X\in A$ and an integer $k\ge0$, show that

$$\left\|\frac{X^k}{k!}\right\|\le\frac{\|X\|^k}{k!}.$$

**Solution.** The positive factor $1/k!$ comes out of the norm, and $\|X^k\|\le\|X\|^k$ by repeated use of the product inequality. The case $k=0$ uses $\|1\|=1$.

```lean
/-- The term of order `k` in the exponential series of `X` has norm at most `‖X‖ ^ k / k!`. -/
theorem norm_term_le (X : A) (k : ℕ) :
    ‖((k.factorial : ℝ)⁻¹) • X ^ k‖ ≤ ‖X‖ ^ k / (k.factorial : ℝ) := by
  rw [norm_smul, Real.norm_of_nonneg (by positivity), div_eq_inv_mul]
  exact mul_le_mul_of_nonneg_left (norm_pow_le X k) (by positivity)
```

## (b) Powers of two nearby propagators

Let $\|a\|\le M$, $\|b\|\le M$ and $m\ge0$. Show that

$$\|a^{m+1}-b^{m+1}\|\le(m+1)M^m\|a-b\|.$$

**Solution.** For $m=0$ the two sides are equal. For the induction step, write

$$a^{m+2}-b^{m+2}=a\,(a^{m+1}-b^{m+1})+(a-b)\,b^{m+1}.$$

The first term is at most $M\cdot(m+1)M^m\|a-b\|$, the second at most $M^{m+1}\|a-b\|$. They add up to $(m+2)M^{m+1}\|a-b\|$. Nothing here requires $a$ and $b$ to commute. In the code, `hsplit` is the identity, and `h1` and `h2` are the two estimates.

```lean
omit [NormedAlgebra ℝ A] in
/-- If two propagators have norm at most `M`, their powers after `m + 1` steps differ by at most
`(m + 1) M ^ m` times the difference of a single step. -/
theorem norm_pow_sub_pow_le (a b : A) {M : ℝ} (ha : ‖a‖ ≤ M) (hb : ‖b‖ ≤ M) (m : ℕ) :
    ‖a ^ (m + 1) - b ^ (m + 1)‖ ≤ ((m + 1 : ℕ) : ℝ) * M ^ m * ‖a - b‖ := by
  have hM : 0 ≤ M := (norm_nonneg a).trans ha
  induction m with
  | zero => simp
  | succ m ih =>
    -- split off one step: the old error is propagated, a new one is added
    have hsplit : a ^ (m + 1 + 1) - b ^ (m + 1 + 1)
        = a * (a ^ (m + 1) - b ^ (m + 1)) + (a - b) * b ^ (m + 1) := by
      rw [pow_succ' a (m + 1), pow_succ' b (m + 1), mul_sub, sub_mul]
      abel
    have h1 : ‖a * (a ^ (m + 1) - b ^ (m + 1))‖
        ≤ M * (((m + 1 : ℕ) : ℝ) * M ^ m * ‖a - b‖) :=
      (norm_mul_le _ _).trans (mul_le_mul ha ih (norm_nonneg _) hM)
    have hbp : ‖b ^ (m + 1)‖ ≤ M ^ (m + 1) :=
      (norm_pow_le b (m + 1)).trans (pow_le_pow_left₀ (norm_nonneg b) hb (m + 1))
    have h2 : ‖(a - b) * b ^ (m + 1)‖ ≤ ‖a - b‖ * M ^ (m + 1) :=
      (norm_mul_le _ _).trans (mul_le_mul_of_nonneg_left hbp (norm_nonneg _))
    rw [hsplit]
    refine (norm_add_le _ _).trans ((add_le_add h1 h2).trans (le_of_eq ?_))
    push_cast
    ring
```

## (c) Convergence of the exponential series

Let $A$ now be complete. Show that the series converges and that

$$\exp X=\sum_{k=0}^{\infty}\frac{X^k}{k!}.$$

**Solution.** By (a), the norms of the terms are bounded by those of the convergent real series for $e^{\|X\|}$. Completeness then gives a limit, which is $\exp X$ by definition. `HasSum` says that the series converges to the stated value.

```lean
variable [CompleteSpace A]

/-- The exponential of `X` is the sum of its power series. -/
theorem hasSum_exp (X : A) :
    HasSum (fun k : ℕ => ((k.factorial : ℝ)⁻¹) • X ^ k) (NormedSpace.exp X) := by
  have hs : Summable (fun k : ℕ => ((k.factorial : ℝ)⁻¹) • X ^ k) :=
    Summable.of_norm_bounded (Real.summable_pow_div_factorial ‖X‖) (norm_term_le X)
  rw [NormedSpace.exp_eq_tsum (𝕂 := ℝ)]
  exact hs.hasSum
```

## (d) The exponential against one explicit step

Show that

$$\|\exp X\|\le e^{\|X\|},\qquad \|\exp X-1-X\|\le\tfrac12\|X\|^2e^{\|X\|}.$$

**Solution.** Summing (a) over $k$ gives the first bound. For the second, remove the first two terms of the series and use $(k+2)!=(k+2)(k+1)k!\ge2\,k!$:

$$\|\exp X-1-X\|\le\sum_{k=0}^\infty\frac{\|X\|^{k+2}}{(k+2)!}\le\frac{\|X\|^2}{2}\sum_{k=0}^\infty\frac{\|X\|^k}{k!}.$$

The last sum is $e^{\|X\|}$. In the code, `h` is the shifted series, `hn` the factorial inequality, and `tsum_of_norm_bounded` makes both comparisons.

```lean
/-- The exponential satisfies `‖exp X‖ ≤ exp ‖X‖`, and it differs from the single explicit step
`1 + X` by at most `(‖X‖² / 2) exp ‖X‖`. -/
theorem norm_exp_bounds (X : A) :
    ‖NormedSpace.exp X‖ ≤ Real.exp ‖X‖ ∧
      ‖NormedSpace.exp X - 1 - X‖ ≤ ‖X‖ ^ 2 / 2 * Real.exp ‖X‖ := by
  have hr : HasSum (fun k : ℕ => ‖X‖ ^ k / (k.factorial : ℝ)) (Real.exp ‖X‖) := by
    have h := hasSum_exp ‖X‖
    simp only [smul_eq_mul] at h
    rw [Real.exp_eq_exp_ℝ]
    simpa only [div_eq_inv_mul] using h
  constructor
  · rw [← (hasSum_exp X).tsum_eq]
    exact tsum_of_norm_bounded hr (norm_term_le X)
  · -- drop the first two terms of the series
    have h : HasSum (fun k : ℕ => (((k + 2).factorial : ℝ)⁻¹) • X ^ (k + 2))
        (NormedSpace.exp X - 1 - X) := by
      have h0 := (hasSum_nat_add_iff'
        (f := fun k : ℕ => ((k.factorial : ℝ)⁻¹) • X ^ k) 2).mpr (hasSum_exp X)
      have e : NormedSpace.exp X - ∑ i ∈ Finset.range 2, ((i.factorial : ℝ)⁻¹) • X ^ i
          = NormedSpace.exp X - 1 - X := by
        simp [Finset.sum_range_succ, sub_sub]
      rw [← e]
      exact h0
    rw [← h.tsum_eq]
    refine tsum_of_norm_bounded (hr.mul_left (‖X‖ ^ 2 / 2)) fun k => ?_
    have hn : 2 * k.factorial ≤ (k + 2).factorial := by
      have e : (k + 2).factorial = (k + 2) * ((k + 1) * k.factorial) := rfl
      rw [e]
      nlinarith [Nat.zero_le (k * k.factorial), Nat.zero_le (k * k * k.factorial)]
    have hf : 2 * (k.factorial : ℝ) ≤ ((k + 2).factorial : ℝ) := by exact_mod_cast hn
    calc ‖(((k + 2).factorial : ℝ)⁻¹) • X ^ (k + 2)‖
        ≤ ‖X‖ ^ (k + 2) / ((k + 2).factorial : ℝ) := norm_term_le X (k + 2)
      _ ≤ ‖X‖ ^ (k + 2) / (2 * (k.factorial : ℝ)) := by gcongr
      _ = ‖X‖ ^ 2 / 2 * (‖X‖ ^ k / (k.factorial : ℝ)) := by ring
```

## (e) Many small steps against the exponential

For $E\in A$, $t\ge0$ and $n\ge1$, show that

$$\left\|\left(1-\tfrac tnE\right)^n-\exp(-tE)\right\|\le\frac{t^2\|E\|^2e^{t\|E\|}}{2n}.$$

**Solution.** Put $X=-(t/n)E$, so that $\|X\|=t\|E\|/n$ and $\exp(-tE)=(\exp X)^n$ (`hflow`). With $M=e^{\|X\|}$, (d) gives $\|\exp X\|\le M$, and $\|1+X\|\le1+\|X\|\le M$ (`ha`). Apply (b) with $m=n-1$, then (d):

$$\|(1+X)^n-(\exp X)^n\|\le nM^{n-1}\cdot\tfrac12\|X\|^2M=\tfrac n2\|X\|^2e^{n\|X\|}.$$

Inserting $\|X\|$ gives the target; the `calc` block has the same order.

In the scalar case $E=1$, $t=1$, $n=10$, the two factors are $0.9^{10}\approx0.349$ and $e^{-1}\approx0.368$. They differ by about $0.019$, and the bound is $e/20\approx0.136$.

```lean
/-- For `t ≥ 0` and `n ≥ 1`, `n` mixing steps of size `t / n` reproduce the relaxation propagator
`exp (-tE)` up to an error of at most `t² ‖E‖² exp (t ‖E‖) / (2n)`. -/
theorem mixing_error_le (E : A) {t : ℝ} (ht : 0 ≤ t) {n : ℕ} (hn : 1 ≤ n) :
    ‖(1 - (t / n) • E) ^ n - NormedSpace.exp (-(t • E))‖
      ≤ t ^ 2 * ‖E‖ ^ 2 * Real.exp (t * ‖E‖) / (2 * n) := by
  let _ : NormedAlgebra ℚ A := NormedAlgebra.restrictScalars ℚ ℝ A
  have hn0 : (n : ℝ) ≠ 0 := by
    have : n ≠ 0 := by omega
    exact_mod_cast this
  have hnt : (n : ℝ) * (t / n) = t := by field_simp
  obtain ⟨X, hX⟩ : ∃ X : A, X = -((t / n) • E) := ⟨_, rfl⟩
  have hXn : ‖X‖ = t / n * ‖E‖ := by
    rw [hX, norm_neg, norm_smul, Real.norm_of_nonneg (by positivity)]
  have hstep : 1 - (t / n) • E = 1 + X := by rw [hX, sub_eq_add_neg]
  -- the flow over time t is n flows over time t / n
  have hflow : NormedSpace.exp (-(t • E)) = NormedSpace.exp X ^ n := by
    rw [← NormedSpace.exp_nsmul, ← Nat.cast_smul_eq_nsmul ℝ n X, hX, smul_neg, smul_smul, hnt]
  obtain ⟨hb, hrem⟩ := norm_exp_bounds X
  have ha : ‖1 + X‖ ≤ Real.exp ‖X‖ := by
    have h1 := norm_add_le (1 : A) X
    rw [norm_one] at h1
    linarith [Real.add_one_le_exp ‖X‖]
  have hloc : ‖1 + X - NormedSpace.exp X‖ ≤ ‖X‖ ^ 2 / 2 * Real.exp ‖X‖ := by
    rw [norm_sub_rev, ← sub_sub]
    exact hrem
  obtain ⟨m, hm⟩ : ∃ m, n = m + 1 := ⟨n - 1, by omega⟩
  have htel := norm_pow_sub_pow_le (1 + X) (NormedSpace.exp X) ha hb m
  rw [← hm] at htel
  have hM : Real.exp ‖X‖ ^ m * Real.exp ‖X‖ = Real.exp (t * ‖E‖) := by
    rw [← pow_succ, ← hm, ← Real.exp_nat_mul, hXn, ← mul_assoc, hnt]
  rw [hstep, hflow]
  calc ‖(1 + X) ^ n - NormedSpace.exp X ^ n‖
      ≤ n * Real.exp ‖X‖ ^ m * ‖1 + X - NormedSpace.exp X‖ := htel
    _ ≤ n * Real.exp ‖X‖ ^ m * (‖X‖ ^ 2 / 2 * Real.exp ‖X‖) :=
        mul_le_mul_of_nonneg_left hloc (by positivity)
    _ = n * ‖X‖ ^ 2 / 2 * (Real.exp ‖X‖ ^ m * Real.exp ‖X‖) := by ring
    _ = t ^ 2 * ‖E‖ ^ 2 * Real.exp (t * ‖E‖) / (2 * n) := by
        rw [hM, hXn]
        field_simp

end Algebra
```

## The linearised map, its mixing step and its flow

`scfMap J xs` is the map $F$ above, with `xs` for $x_s$.

```lean
section SCF

variable {V : Type*} [NormedAddCommGroup V] [NormedSpace ℝ V]

/-- The self-consistency map linearised about its fixed point `xs`, with Jacobian `J`. -/
def scfMap (J : V →L[ℝ] V) (xs x : V) : V := xs + J (x - xs)
```

In a density-functional calculation that mixes densities, $x$ is the input density. One builds the Hamiltonian from it, solves for the orbitals, and forms the output density $F(x)$. With linear mixing, the next input is $(1-\alpha)x+\alpha F(x)$. This is `mixStep`, which accepts any map $F$; below it is applied to the linearised map `scfMap J xs`.

```lean
/-- One linear mixing step: move from `x` by the fraction `α` of the residual `F x - x`. -/
def mixStep (F : V → V) (α : ℝ) (x : V) : V := x + α • (F x - x)
```

The candidate for the continuous relaxation from a starting point $x_0$ is $y(t)=x_s+\exp(-tE)(x_0-x_s)$.

```lean
/-- The relaxation flow started at `x0`: the initial error is propagated by `exp (-t(1 - J))`. -/
def mixFlow (J : V →L[ℝ] V) (xs x0 : V) (t : ℝ) : V :=
  xs + NormedSpace.exp (-(t • (1 - J))) (x0 - xs)
```

## (f) The error after $n$ mixing steps

Let $x_n$ be the result of $n$ steps from $x_0$ with any real $\alpha$. Show that

$$x_n-x_s=(1-\alpha E)^n(x_0-x_s).$$

**Solution.** One step from $x$ gives

$$x+\alpha\,[x_s+J(x-x_s)-x]-x_s=(x-x_s)-\alpha(1-J)(x-x_s).$$

Each step thus multiplies the error by $1-\alpha E$ (`hone`), and induction on $n$ finishes. In Lean, `^[n]` means $n$-fold iteration of a map.

```lean
/-- After `n` mixing steps the initial error has been multiplied by `(1 - α(1 - J)) ^ n`. -/
theorem iterate_error (J : V →L[ℝ] V) (xs x0 : V) (α : ℝ) (n : ℕ) :
    (mixStep (scfMap J xs) α)^[n] x0 - xs = ((1 - α • (1 - J)) ^ n) (x0 - xs) := by
  induction n with
  | zero => simp
  | succ n ih =>
    have hone : ∀ y : V, mixStep (scfMap J xs) α y - xs = (1 - α • (1 - J)) (y - xs) := by
      intro y
      change y + α • (xs + J (y - xs) - y) - xs = (y - xs) - α • ((y - xs) - J (y - xs))
      module
    rw [Function.iterate_succ_apply', hone, ih, pow_succ']
    rfl
```

## (g) The differential equation of the flow

Let $V$ be complete. Show that, for all real $t$,

$$y(0)=x_0,\qquad y'(t)=F(y(t))-y(t).$$

**Solution.** At $t=0$ the exponential is the identity. Differentiating,

$$y'=-E\exp(-tE)(x_0-x_s)=-(1-J)(y-x_s)=F(y)-y.$$

The code takes the derivative of the exponential from Mathlib and rearranges.

```lean
variable [CompleteSpace V]

/-- The relaxation flow starts at `x0` and its velocity is the residual `F x - x` of the
linearised self-consistency map. -/
theorem mixFlow_solves (J : V →L[ℝ] V) (xs x0 : V) :
    mixFlow J xs x0 0 = x0 ∧ ∀ t : ℝ, HasDerivAt (mixFlow J xs x0)
      (scfMap J xs (mixFlow J xs x0 t) - mixFlow J xs x0 t) t := by
  refine ⟨by simp [mixFlow, NormedSpace.exp_zero], fun t => ?_⟩
  have h := ((hasDerivAt_exp_smul_const' (-(1 - J)) t).clm_apply
    (hasDerivAt_const t (x0 - xs))).const_add xs
  simp only [smul_neg, map_zero, add_zero] at h
  refine h.congr_deriv ?_
  unfold scfMap mixFlow
  rw [add_sub_cancel_left]
  generalize NormedSpace.exp (-(t • (1 - J))) = P
  change -(P (x0 - xs) - J (P (x0 - xs))) = _
  abel
```

## (h) Distance between iterate and flow

For $t\ge0$, $n\ge1$ and $\alpha=t/n$, show that

$$\|x_n-y(t)\|\le\frac{t^2\|E\|^2e^{t\|E\|}}{2n}\,\|x_0-x_s\|.$$

**Solution.** By (f), the difference is

$$x_n-y(t)=\left[\left(1-\tfrac tnE\right)^n-\exp(-tE)\right](x_0-x_s).$$

Bound it by the operator norm times $\|x_0-x_s\|$ and use (e). If $V=\{0\}$, the identity has norm $0$ and (e) does not apply, but both sides vanish; `rcases` separates this case.

The bound measures the distance to the flow, not to $x_s$, and it grows with $t$ when $E\ne0$ and $x_0\ne x_s$. It does not show that the SCF iteration converges to $x_s$.

```lean
/-- For `t ≥ 0` and `n ≥ 1`, the `n`-th mixing iterate with parameter `t / n` lies within
`t² ‖1 - J‖² exp (t ‖1 - J‖) / (2n)` times the initial error of the flow at time `t`. -/
theorem iterate_near_flow (J : V →L[ℝ] V) (xs x0 : V) {t : ℝ} (ht : 0 ≤ t)
    {n : ℕ} (hn : 1 ≤ n) :
    ‖(mixStep (scfMap J xs) (t / n))^[n] x0 - mixFlow J xs x0 t‖
      ≤ t ^ 2 * ‖1 - J‖ ^ 2 * Real.exp (t * ‖1 - J‖) / (2 * n) * ‖x0 - xs‖ := by
  rcases subsingleton_or_nontrivial V with hV | hV
  · rw [Subsingleton.elim (_ - _ : V) 0, norm_zero]
    positivity
  · unfold mixFlow
    rw [← sub_sub, iterate_error]
    exact (ContinuousLinearMap.le_opNorm
      ((1 - (t / n) • (1 - J)) ^ n - NormedSpace.exp (-(t • (1 - J)))) (x0 - xs)).trans
      (mul_le_mul_of_nonneg_right (mixing_error_le (1 - J) ht hn) (norm_nonneg _))
```

## (i) The limit of vanishing step size

For fixed $t\ge0$ and $\alpha=t/n$, show that

$$\lim_{n\to\infty}x_n=y(t).$$

**Solution.** The bound in (h) is a constant divided by $n$, so the distance is squeezed to zero (`squeeze_zero'`). For the linearised map, twenty steps with $\alpha=0.1$ and forty with $\alpha=0.05$ are both to be compared with the flow at $t=2$. How close they come depends on $E$. For the scalar $E=1$ the error factors are $0.9^{20}\approx0.122$ and $0.95^{40}\approx0.129$, against $e^{-2}\approx0.135$. For the scalar $E=30$ the first factor is $(-2)^{20}\approx10^6$, far from $e^{-60}$, while the second is $(-0.5)^{40}\approx10^{-12}$, so that its distance from $e^{-60}$ is also about $10^{-12}$.

```lean
/-- For fixed `t ≥ 0`, the result of `n` mixing steps with parameter `t / n` converges to the
relaxation flow at time `t` as `n` tends to infinity. -/
theorem iterate_tendsto_flow (J : V →L[ℝ] V) (xs x0 : V) {t : ℝ} (ht : 0 ≤ t) :
    Tendsto (fun n : ℕ => (mixStep (scfMap J xs) (t / n))^[n] x0) atTop
      (𝓝 (mixFlow J xs x0 t)) := by
  rw [tendsto_iff_norm_sub_tendsto_zero]
  refine squeeze_zero' (Eventually.of_forall fun n => norm_nonneg _) ?_
    (tendsto_const_div_atTop_nhds_zero_nat
      (t ^ 2 * ‖1 - J‖ ^ 2 * Real.exp (t * ‖1 - J‖) / 2 * ‖x0 - xs‖))
  filter_upwards [eventually_ge_atTop 1] with n hn
  refine (iterate_near_flow J xs x0 ht hn).trans (le_of_eq ?_)
  ring

end SCF

end

end LinearMixingFlow
```

```lean
#print axioms LinearMixingFlow.mixFlow_solves
#print axioms LinearMixingFlow.iterate_tendsto_flow
```

```
'LinearMixingFlow.mixFlow_solves' depends on axioms: [propext, Classical.choice, Quot.sound]
'LinearMixingFlow.iterate_tendsto_flow' depends on axioms: [propext, Classical.choice, Quot.sound]
```
